# The joint span of two determinants' occupied orbitals and their common empty space have dimensions that add up to the size of the spin-orbital basis

Two determinants are given by their one-particle density matrices `P` and `Q` in the same finite orthonormal basis of spin orbitals; they need not have the same number of electrons. The theorem `dim_common_virt` says that the number of independent orbitals empty in both, plus the dimension of the space spanned by the occupied orbitals of both together, is the size of the basis. In mathematical terms, `P` and `Q` are Hermitian idempotent complex matrices, and the dimension of the intersection of their kernels plus that of the sum of their ranges is `Fintype.card n`. The attempt first shows that this total is at most the size of the basis, then applies the same bound to `1 - P` and `1 - Q`, for which occupied and empty space change places, and gets equality by adding the two bounds.

Lean 4 with Mathlib refuses this proof:

```lean
import Mathlib

open Matrix
open scoped ComplexOrder

namespace DimCommonVirt

variable {n : Type*} [Fintype n]

/-- A Hermitian idempotent matrix: the one-particle density matrix of a determinant in an
orthonormal basis of spin orbitals. -/
def IsProjector (P : Matrix n n ℂ) : Prop := P.IsHermitian ∧ P * P = P

/-- The occupied space of `P`: its range. -/
def occ (P : Matrix n n ℂ) : Submodule ℂ (n → ℂ) := LinearMap.range P.mulVecLin

/-- The empty space of `P`: its kernel. -/
def virt (P : Matrix n n ℂ) : Submodule ℂ (n → ℂ) := LinearMap.ker P.mulVecLin

/-- A vector is in the occupied space of an idempotent exactly when the idempotent fixes it. -/
theorem mem_occ {P : Matrix n n ℂ} (hP : P * P = P) {x : n → ℂ} :
    x ∈ occ P ↔ P *ᵥ x = x := by
  constructor
  · rintro ⟨y, rfl⟩
    simp only [Matrix.mulVecLin_apply, Matrix.mulVec_mulVec, hP]
  · intro hx
    exact ⟨x, hx⟩

/-- For Hermitian matrices, the common kernel meets the sum of the ranges only in zero. -/
theorem disjoint_virt_occ {A B : Matrix n n ℂ} (hA : A.IsHermitian) (hB : B.IsHermitian) :
    Disjoint (virt A ⊓ virt B) (occ A ⊔ occ B) := by
  rw [Submodule.disjoint_def]
  rintro x ⟨ha, hb⟩ hx
  obtain ⟨u, ⟨a, rfl⟩, v, ⟨b, rfl⟩, hab⟩ := Submodule.mem_sup.1 hx
  -- a kernel vector of a Hermitian matrix is orthogonal to its range
  have key : ∀ M : Matrix n n ℂ, M.IsHermitian → M *ᵥ x = 0 →
      ∀ c, star x ⬝ᵥ (M *ᵥ c) = 0 := by
    intro M hM h c
    have h' := Matrix.star_mulVec M x
    rw [h, hM.eq, star_zero] at h'
    rw [Matrix.dotProduct_mulVec, ← h', zero_dotProduct]
  have hab' : x = A *ᵥ a + B *ᵥ b := hab.symm
  have h0 : star x ⬝ᵥ x = 0 := by
    calc star x ⬝ᵥ x = star x ⬝ᵥ (A *ᵥ a + B *ᵥ b) := congrArg (fun y => star x ⬝ᵥ y) hab'
      _ = 0 := by rw [dotProduct_add, key A hA ha a, key B hB hb b, add_zero]
  exact dotProduct_star_self_eq_zero.1 h0

/-- For two projectors, the dimensions of the common empty space and of the sum of the occupied
spaces add up to the size of the basis. -/
theorem dim_common_virt [DecidableEq n] {P Q : Matrix n n ℂ}
    (hP : IsProjector P) (hQ : IsProjector Q) :
    Module.finrank ℂ ↥(virt P ⊓ virt Q) + Module.finrank ℂ ↥(occ P ⊔ occ Q)
      = Fintype.card n := by
  have bound : ∀ A B : Matrix n n ℂ, A.IsHermitian → B.IsHermitian →
      Module.finrank ℂ ↥(virt A ⊓ virt B) + Module.finrank ℂ ↥(occ A ⊔ occ B)
        ≤ Fintype.card n := by
    intro A B hA hB
    have h1 := Submodule.finrank_sup_add_finrank_inf_eq (virt A ⊓ virt B) (occ A ⊔ occ B)
    rw [(disjoint_virt_occ hA hB).eq_bot, finrank_bot] at h1
    have h2 := Submodule.finrank_le ((virt A ⊓ virt B) ⊔ (occ A ⊔ occ B))
    rw [Module.finrank_fintype_fun_eq_card] at h2
    omega
  -- passing to 1 - P exchanges occupied and empty space
  have hv : ∀ A : Matrix n n ℂ, A * A = A → virt (1 - A) = occ A := by
    intro A hA
    ext x
    rw [mem_occ hA]
    change (1 - A) *ᵥ x = 0 ↔ _
    rw [Matrix.sub_mulVec, Matrix.one_mulVec, sub_eq_zero]
    exact eq_comm
  have ho : ∀ A : Matrix n n ℂ, A * A = A → occ (1 - A) = virt A := by
    intro A hA
    have hA' : (1 - A) * (1 - A) = 1 - A := by
      rw [sub_mul, mul_sub, one_mul, one_mul, mul_one, hA, sub_self, sub_zero]
    ext x
    rw [mem_occ hA', Matrix.sub_mulVec, Matrix.one_mulVec, sub_eq_self]
    rfl
  have b1 := bound P Q hP.1 hQ.1
  have b2 := bound (1 - P) (1 - Q) (Matrix.isHermitian_one.sub hP.1)
    (Matrix.isHermitian_one.sub hQ.1)
  rw [hv P hP.2, hv Q hQ.2, ho P hP.2, ho Q hQ.2] at b2
  have s1 := Submodule.finrank_sup_add_finrank_inf_eq (occ P) (occ Q)
  have s2 := Submodule.finrank_sup_add_finrank_inf_eq (virt P) (virt Q)
  have r : ∀ A : Matrix n n ℂ, Module.finrank ℂ ↥(occ A) + Module.finrank ℂ ↥(virt A)
      = Fintype.card n := fun A =>
    (LinearMap.finrank_range_add_finrank_ker A.mulVecLin).trans
      (Module.finrank_fintype_fun_eq_card ℂ)
  have r1 := r P
  have r2 := r Q
  -- the two bounds add up to an equality, so each is an equality
  omega

end DimCommonVirt
```

The compiler's answer:

```
Main.lean:74:46: error: Tactic `rewrite` failed: Did not find an occurrence of the pattern
  ?a * 1
in the target expression
  1 - A - A * (1 - A) = 1 - A

n : Type u_1
inst✝¹ : Fintype n
inst✝ : DecidableEq n
P Q : Matrix n n ℂ
hP : IsProjector P
hQ : IsProjector Q
bound :
  ∀ (A B : Matrix n n ℂ),
    A.IsHermitian →
      B.IsHermitian → Module.finrank ℂ ↥(virt A ⊓ virt B) + Module.finrank ℂ ↥(occ A ⊔ occ B) ≤ Fintype.card n
hv : ∀ (A : Matrix n n ℂ), A * A = A → virt (1 - A) = occ A
A : Matrix n n ℂ
hA : A * A = A
⊢ 1 - A - A * (1 - A) = 1 - A
```

This version goes through:

```diff
@@ -72,8 +72,6 @@
     intro A hA
     have hA' : (1 - A) * (1 - A) = 1 - A := by
-      rw [sub_mul, mul_sub, one_mul, one_mul, mul_one, hA, sub_self, sub_zero]
-    ext x
-    rw [mem_occ hA', Matrix.sub_mulVec, Matrix.one_mulVec, sub_eq_self]
-    rfl
+      rw [sub_mul, one_mul, mul_sub, mul_one, hA, sub_self, sub_zero]
+    rw [← hv (1 - A) hA', sub_sub_cancel]
   have b1 := bound P Q hP.1 hQ.1
   have b2 := bound (1 - P) (1 - Q) (Matrix.isHermitian_one.sub hP.1)
```

The error is in the proof of `hA'`, that `1 - A` is idempotent. After `sub_mul` the left side is `1 * (1 - A) - A * (1 - A)`. The next step, `mul_sub`, was needed for the second product, but `rw` fixes the pattern's variables at the first match it finds, and that was the first product, which became `1 * 1 - 1 * A`. The two `one_mul` steps cleared this to `1 - A`, while `A * (1 - A)` stayed unexpanded. So `mul_one` found no product of the form `?a * 1`, as the message says.

The repair puts `one_mul` before `mul_sub`. The first product is then already `1 - A`, and `mul_sub` can only expand the second, into `A * 1 - A * A`. Now `mul_one` applies, and `hA` with the last two steps finishes the proof.

The other change is mere tidying, since no message concerns those lines: `occ (1 - A) = virt A` is now got from `hv`, applied to `1 - A`, and `sub_sub_cancel`, instead of vector by vector.
